# Differentiating a finite bond sum along a homogeneous strain raises the order of each potential's derivative by one

A crystal's finitely many bonds $r_b$ have squared lengths $s_b(\eta) = r_b^{\mathsf T}(1+2\eta)r_b$ under a strain $\eta$, and each bond has a potential $\varphi_b$ that is a function of squared length. Suppose that $F(\eta) = \sum_b w_b\,\varphi_b^{(k)}(s_b(\eta))$ wherever all the $s_b$ are positive, and that each $\varphi_b^{(k)}$ is differentiable on the positive reals. The theorem `hasDerivAt_bondSum` says that at any such $\eta$, and for any real 3 × 3 matrix $A$, the derivative of $F(\eta+tA)$ at $t=0$ exists and equals $\sum_b w_b\,(2\,r_b^{\mathsf T}Ar_b)\,\varphi_b^{(k+1)}(s_b(\eta))$. The attempt shows that the squared lengths stay positive for small $t$, applies the chain rule to each bond, and carries the derivative of the sum over to $F$.

This version doesn't compile in Lean 4 with Mathlib:

```lean
import Mathlib

open Matrix Set Filter Topology

namespace HasDerivAtBondSum

noncomputable section

/-- A homogeneous strain of a three-dimensional crystal, as a real 3 × 3 matrix. -/
abbrev Strain := Matrix (Fin 3) (Fin 3) ℝ

/-- The squared length `rᵀ (I + 2η) r` of the bond `r` under the Lagrangian strain `η`. -/
def bondSq (r : Fin 3 → ℝ) (η : Strain) : ℝ := r ⬝ᵥ ((1 + (2 : ℝ) • η) *ᵥ r)

/-- The squared bond length is an affine function of the strain. -/
theorem bondSq_add (r : Fin 3 → ℝ) (η A : Strain) (t : ℝ) :
    bondSq r (η + t • A) = bondSq r η + t * (2 * (r ⬝ᵥ A *ᵥ r)) := by
  simp only [bondSq, Matrix.mulVec, dotProduct, Fin.sum_univ_three, Matrix.add_apply,
    Matrix.smul_apply, smul_eq_mul]
  ring

variable {ι : Type*} [Fintype ι] {φ : ι → ℝ → ℝ} {r : ι → Fin 3 → ℝ}

/-- If `F` is a weighted bond sum of `k`-th derivatives of the potentials wherever all squared bond
lengths are positive, and these derivatives are differentiable there, then the strain derivative of
`F` at any such strain exists and is a weighted bond sum of the next derivatives. -/
theorem hasDerivAt_bondSum {k : ℕ} {w : ι → ℝ} {F : Strain → ℝ}
    (hf : ∀ b, DifferentiableOn ℝ (iteratedDeriv k (φ b)) (Ioi 0))
    (hF : ∀ η, (∀ b, 0 < bondSq (r b) η) →
      F η = ∑ b, w b * iteratedDeriv k (φ b) (bondSq (r b) η))
    (A : Strain) {η : Strain} (hη : ∀ b, 0 < bondSq (r b) η) :
    HasDerivAt (fun t : ℝ => F (η + t • A))
      (∑ b, (w b * (2 * (r b ⬝ᵥ A *ᵥ r b))) *
        iteratedDeriv (k + 1) (φ b) (bondSq (r b) η)) 0 := by
  -- squared lengths stay positive for a small additional strain
  have hev : ∀ᶠ t in 𝓝 (0 : ℝ), ∀ b, 0 < bondSq (r b) (η + t • A) := by
    rw [Filter.eventually_all]
    intro b
    have hc : Continuous fun t : ℝ => bondSq (r b) (η + t • A) := by
      simp only [bondSq_add]
      fun_prop
    exact (hc.tendsto 0).eventually (lt_mem_nhds (by simpa using hη b))
  -- chain rule, bond by bond
  have hsum : HasDerivAt
      (fun t : ℝ => ∑ b, w b * iteratedDeriv k (φ b) (bondSq (r b) (η + t • A)))
      (∑ b, (w b * (2 * (r b ⬝ᵥ A *ᵥ r b))) *
        iteratedDeriv (k + 1) (φ b) (bondSq (r b) η)) 0 := by
    apply HasDerivAt.fun_sum
    intro b _
    have hl : HasDerivAt (fun t : ℝ => bondSq (r b) (η + t • A))
        (2 * (r b ⬝ᵥ A *ᵥ r b)) 0 := by
      simp only [bondSq_add]
      exact (((hasDerivAt_id' (0 : ℝ)).mul_const _).const_add _).congr_deriv (one_mul _)
    have h0 : bondSq (r b) (η + (0 : ℝ) • A) = bondSq (r b) η := by simp
    have hg : HasDerivAt (iteratedDeriv k (φ b))
        (iteratedDeriv (k + 1) (φ b) (bondSq (r b) η)) (bondSq (r b) (η + (0 : ℝ) • A)) := by
      rw [h0, iteratedDeriv_succ]
      exact ((hf b).differentiableAt (Ioi_mem_nhds (hη b))).hasDerivAt
    exact ((hg.comp (0 : ℝ) hl).const_mul (w b)).congr_deriv (by ring)
  exact hsum.congr_of_eventuallyEq (hev.mono fun t ht => hF _ ht)

end

end HasDerivAtBondSum
```

Lean reports:

```
Try this:
  [apply] ring_nf
  
  The `ring` tactic failed to close the goal. Use `ring_nf` to obtain a normal form.
    
  Note that `ring` works primarily in *commutative* rings. If you have a noncommutative ring, abelian group or module, consider using `noncomm_ring`, `abel` or `module` instead.
Main.lean:59:62: error: unsolved goals
ι : Type u_1
inst✝ : Fintype ι
φ : ι → ℝ → ℝ
r : ι → Fin 3 → ℝ
k : ℕ
w : ι → ℝ
F : Strain → ℝ
hf : ∀ (b : ι), DifferentiableOn ℝ (iteratedDeriv k (φ b)) (Ioi 0)
hF : ∀ (η : Strain), (∀ (b : ι), 0 < bondSq (r b) η) → F η = ∑ b, w b * iteratedDeriv k (φ b) (bondSq (r b) η)
A η : Strain
hη : ∀ (b : ι), 0 < bondSq (r b) η
hev : ∀ᶠ (t : ℝ) in 𝓝 0, ∀ (b : ι), 0 < bondSq (r b) (η + t • A)
b : ι
a✝ : b ∈ Finset.univ
hl : HasDerivAt (fun t => bondSq (r b) (η + t • A)) (2 * r b ⬝ᵥ A *ᵥ r b) 0
h0 : bondSq (r b) (η + 0 • A) = bondSq (r b) η
hg : HasDerivAt (iteratedDeriv k (φ b)) (iteratedDeriv (k + 1) (φ b) (bondSq (r b) η)) (bondSq (r b) (η + 0 • A))
⊢ w b * iteratedDeriv (1 + k) (φ b) (bondSq (r b) η) * r b ⬝ᵥ A *ᵥ r b * 2 = ?m.484
```

Diagnosis. The error is in the last step for a single bond, where `congr_deriv` needs a proof that the derivative given by the chain rule equals the one wanted. In the goal that `ring` received, the right-hand side is `?m.484`, a metavariable: Lean had not yet filled in the wanted derivative. `ring` could put the left-hand side in normal form, but it had no definite expression to compare it with, so the goal stayed open. The suggestion to use `ring_nf` doesn't help, since the trouble is the missing right-hand side and not the algebra.

The repair writes the equation out in full as `he`, with the chain rule's product on the left and the product from the theorem on the right. Both sides are now known when `ring` runs, and they differ only in the order and grouping of real factors, which `ring` can settle. `hw.congr_deriv he` then gives the derivative in the wanted form. The line `hw` only gives a name to the chain-rule result, which is the same as before.

The mended proof, as a diff:

```diff
@@ -57,5 +57,9 @@
       rw [h0, iteratedDeriv_succ]
       exact ((hf b).differentiableAt (Ioi_mem_nhds (hη b))).hasDerivAt
-    exact ((hg.comp (0 : ℝ) hl).const_mul (w b)).congr_deriv (by ring)
+    have hw := (hg.comp (0 : ℝ) hl).const_mul (w b)
+    have he : w b * (iteratedDeriv (k + 1) (φ b) (bondSq (r b) η) *
+        (2 * (r b ⬝ᵥ A *ᵥ r b))) = (w b * (2 * (r b ⬝ᵥ A *ᵥ r b))) *
+        iteratedDeriv (k + 1) (φ b) (bondSq (r b) η) := by ring
+    exact hw.congr_deriv he
   exact hsum.congr_of_eventuallyEq (hev.mono fun t ht => hF _ ht)
 
```
